# The smallest diagonal supercell commensurate with a rational wavevector has ∏ dᵢ primitive cells

**Q:** Suppose I freeze in a phonon with reduced wavevector $(1/2, 1/3, 0)$ and choose a $2\times2\times1$ supercell. Two steps along the second axis multiply the wave by $e^{4\pi i/3}$, but the periodic boundary conditions demand a factor of one, so the cell holds some other distortion. If I play safe with the common denominator 6 along every axis, I pay for 216 primitive cells. What is the right size, and why should I trust a formal statement about it?

**A:** The right size is $2\times3\times1$, six cells. Let $q_i$ be the components of the wavevector in reciprocal-lattice coordinates, and write $q_i = p_i/d_i$ in lowest terms with $d_i>0$. A diagonal supercell has $N_i$ primitive cells along axis $i$, with each $N_i$ a positive integer. It fits the wave exactly when $d_i$ divides $N_i$ for every $i$, and the smallest such cell contains $\prod_i d_i$ primitive cells.

**Q:** Derive that by hand first.

**A:** Start with one axis. If $N_i q_i = m$ is an integer, then $N_i p_i = m d_i$, so $d_i$ divides $N_i p_i$. Since $p_i$ and $d_i$ are coprime, $d_i$ divides $N_i$. Conversely, if $N_i = k d_i$, then $N_i q_i = k p_i$ is an integer.

Now take a lattice translation with integer coordinates $R_i$. The wave acquires the Bloch phase $\exp(2\pi i\sum_j q_jR_j)$, which is one exactly when $\sum_j q_jR_j$ is an integer. The supercell translations are those with $N_i\mid R_i$ for all $i$. If all of them have phase one, then so does the supercell edge along axis $i$, whose only nonzero coordinate is $N_i$. Hence $N_iq_i$ is an integer and $d_i\mid N_i$. Conversely, if every $d_i\mid N_i$, write $R_i=N_ik_i$. Each term $q_iR_i=(N_iq_i)k_i$ is an integer, and so is the sum.

For the size, two primitive cells are equivalent under supercell translations when their coordinates agree modulo $N_i$ on every axis. That leaves $\prod_i N_i$ classes. A positive multiple of $d_i$ is at least $d_i$, so $\prod_i N_i\ge\prod_i d_i$. Equality holds for $N_i=d_i$ and only then, because all factors are positive and one longer edge would enlarge the product.

**Q:** And where does the formal version put the crystal?

**A:** In reduced coordinates. The finite type `ι` labels the axes, so the dimension is arbitrary.

In Lean 4 with Mathlib:

```lean
import Mathlib

open Finset

namespace DiagonalSupercell

noncomputable section

variable {ι : Type*} [Fintype ι]
```

A primitive lattice vector is a function `ι → ℤ`, and the supercell lattice is a subgroup of these.

```lean
/-- The translations of the diagonal supercell with `N i` primitive cells along axis `i`,
in coordinates of the primitive lattice vectors. -/
def superlattice (N : ι → ℕ) : AddSubgroup (ι → ℤ) where
  carrier := {R | ∀ i, (N i : ℤ) ∣ R i}
  zero_mem' := by
    intro i
    exact dvd_zero _
  add_mem' := by
    intro a b ha hb i
    exact dvd_add (ha i) (hb i)
  neg_mem' := by
    intro a ha i
    exact (dvd_neg).2 (ha i)
```

The three proof fields check that zero, sums and negatives of supercell translations are again supercell translations. Lengths and angles of the cell don't enter, since $q\cdot R$ depends only on the coordinates once the reciprocal basis is dual to the direct one.

**Q:** Is "commensurate" merely defined as divisibility? That would make the theorem empty.

**A:** No, it is defined by the wave itself. The factor $2\pi$ stands in the exponent, so `q` is in units of the reciprocal basis vectors.

```lean
/-- The Bloch phase `exp (2πi q·R)` that a wave of reduced wavevector `q` acquires under the
lattice translation `R`. -/
def blochPhase (q : ι → ℚ) (R : ι → ℤ) : ℂ :=
  Complex.exp (2 * Real.pi * Complex.I * ((∑ i, q i * (R i : ℚ) : ℚ) : ℂ))

/-- A supercell is commensurate with `q` if the wave has Bloch phase one under every
supercell translation. -/
def Commensurate (N : ι → ℕ) (q : ι → ℚ) : Prop :=
  ∀ R ∈ superlattice N, blochPhase q R = 1
```

The type `ι → ℚ` builds in the assumption that every component is rational. The condition concerns the Bloch phase alone: no force constants, energies or polarisation vectors appear.

**Q:** Then divisibility has to be earned. Where does that happen?

**A:** First on one axis, where `q.den` is the reduced denominator $d$ and `q.num` the numerator $p$.

```lean
/-- Along one axis, `N q` is an integer exactly when the reduced denominator of `q`
divides `N`. -/
theorem integral_iff_den_dvd (N : ℕ) (q : ℚ) :
    (∃ m : ℤ, (N : ℚ) * q = m) ↔ q.den ∣ N := by
  have hq : q * (q.den : ℚ) = q.num := Rat.mul_den_eq_num q
  constructor
  · rintro ⟨m, hm⟩
    have h1 : (N : ℚ) * q.num = m * q.den := by
      linear_combination (q.den : ℚ) * hm - (N : ℚ) * hq
    have h2 : (N : ℤ) * q.num = m * q.den := by exact_mod_cast h1
    have h3 : (q.den : ℤ) ∣ (N : ℤ) * q.num := ⟨m, by rw [h2]; ring⟩
    have h4 := Int.natAbs_dvd_natAbs.2 h3
    rw [Int.natAbs_mul, Int.natAbs_natCast, Int.natAbs_natCast] at h4
    -- numerator and denominator are coprime
    exact q.reduced.symm.dvd_of_dvd_mul_right h4
  · rintro ⟨k, hk⟩
    refine ⟨k * q.num, ?_⟩
    rw [hk]
    push_cast
    linear_combination (k : ℚ) * hq
```

In the forward direction, `h1` is the equation $Np=md$. It is moved from the rationals to the integers and then to absolute values, where `q.reduced`, the coprimality of numerator and denominator, removes the numerator. The backward direction supplies the integer $kp$.

The next lemma turns the phase into arithmetic.

```lean
/-- The Bloch phase is one exactly when `q·R` is an integer. -/
theorem blochPhase_eq_one_iff (q : ι → ℚ) (R : ι → ℤ) :
    blochPhase q R = 1 ↔ ∃ m : ℤ, ∑ i, q i * (R i : ℚ) = m := by
  unfold blochPhase
  generalize (∑ i, q i * (R i : ℚ)) = x
  rw [Complex.exp_eq_one_iff]
  constructor
  · rintro ⟨m, hm⟩
    refine ⟨m, ?_⟩
    have h : (x : ℂ) = (m : ℂ) := by
      apply mul_left_cancel₀ Complex.two_pi_I_ne_zero
      exact hm.trans (by ring)
    exact_mod_cast h
  · rintro ⟨m, hm⟩
    refine ⟨m, ?_⟩
    rw [hm]
    push_cast
    ring
```

Mathlib's `Complex.exp_eq_one_iff` says that an exponential is one exactly when its argument is an integer multiple of $2\pi i$. Cancelling $2\pi i$ leaves the claim about $q\cdot R$.

The two lemmas together give the criterion.

```lean
/-- A diagonal supercell is commensurate with `q` exactly when each reduced denominator of `q`
divides the number of cells along that axis. -/
theorem commensurate_iff (N : ι → ℕ) (q : ι → ℚ) :
    Commensurate N q ↔ ∀ i, (q i).den ∣ N i := by
  classical
  constructor
  · intro h i
    -- test the phase on the supercell edge along axis `i`
    have hmem : (Pi.single i (N i : ℤ) : ι → ℤ) ∈ superlattice N := by
      intro j
      by_cases hj : j = i
      · subst hj
        simp
      · simp [hj]
    obtain ⟨m, hm⟩ := (blochPhase_eq_one_iff q _).1 (h _ hmem)
    rw [Finset.sum_eq_single i (fun j _ hj => by simp [hj]) (fun hi => by simp at hi),
      Pi.single_eq_same] at hm
    refine (integral_iff_den_dvd _ _).1 ⟨m, ?_⟩
    rw [← hm]
    push_cast
    ring
  · intro h R hR
    rw [blochPhase_eq_one_iff]
    -- every axis contributes an integer to `q·R`
    have key : ∀ i, ∃ m : ℤ, q i * (R i : ℚ) = m := by
      intro i
      obtain ⟨k, hk⟩ := hR i
      obtain ⟨m, hm⟩ := (integral_iff_den_dvd _ _).2 (h i)
      refine ⟨m * k, ?_⟩
      rw [hk]
      push_cast
      linear_combination (k : ℚ) * hm
    choose m hm using key
    refine ⟨∑ i, m i, ?_⟩
    push_cast
    exact Finset.sum_congr rfl (fun i _ => hm i)
```

The vector `Pi.single i (N i : ℤ)` is the supercell edge along axis `i`. Its membership in the superlattice is checked, the sum collapses to one term, and the one-axis lemma finishes. For the converse, `key` shows that each axis contributes an integer, and these integers are added.

**Q:** My next suspicion is the cell count. Did someone just define it as $\prod_i N_i$?

**A:** It is the index of the supercell lattice in the primitive lattice, that is, the number of classes of primitive translations modulo supercell translations. The product is a theorem.

```lean
/-- The index of the supercell lattice in the primitive lattice is the product of the
numbers of cells along the axes. -/
theorem index_superlattice (N : ι → ℕ) : (superlattice N).index = ∏ i, N i := by
  -- reduce every coordinate modulo the supercell edge
  let f : (ι → ℤ) →+ (∀ i, ZMod (N i)) :=
    { toFun := fun R i => (R i : ZMod (N i))
      map_zero' := by funext i; simp
      map_add' := by intro a b; funext i; simp }
  have hker : f.ker = superlattice N := by
    ext R
    rw [AddMonoidHom.mem_ker]
    constructor
    · intro h i
      exact (CharP.intCast_eq_zero_iff (ZMod (N i)) (N i) (R i)).1 (congrFun h i)
    · intro h
      funext i
      exact (CharP.intCast_eq_zero_iff (ZMod (N i)) (N i) (R i)).2 (h i)
  have hsurj : Function.Surjective f := by
    intro y
    choose R hR using fun i => ZMod.intCast_surjective (y i)
    exact ⟨R, funext hR⟩
  rw [← hker, AddSubgroup.index_ker, AddMonoidHom.range_eq_top.2 hsurj,
    Nat.card_congr AddSubgroup.topEquiv.toEquiv, Nat.card_pi]
  simp
```

The map `f` reduces each coordinate modulo `N i`. Its kernel is the superlattice (`hker`), and it reaches every tuple of residues (`hsurj`). The index therefore equals the number of residue tuples, as in the count by hand.

**Q:** How is "smallest" expressed?

**A:** By `IsLeast`, which says that the number belongs to the set of possible cell counts and is a lower bound for it. The arithmetic part comes first, for any prescribed positive lengths `d i`.

```lean
/-- Among supercells whose edges are positive multiples of prescribed positive lengths `d i`,
the least number of primitive cells is the product of the `d i`. -/
theorem isLeast_of_dvd (d : ι → ℕ) (hd : ∀ i, 0 < d i) :
    IsLeast {c | ∃ N : ι → ℕ, (∀ i, 0 < N i) ∧ (∀ i, d i ∣ N i) ∧
      (superlattice N).index = c} (∏ i, d i) := by
  constructor
  · exact ⟨d, hd, fun i => dvd_rfl, index_superlattice d⟩
  · rintro c ⟨N, hN, hdvd, rfl⟩
    rw [index_superlattice]
    exact Finset.prod_le_prod' (fun i _ => Nat.le_of_dvd (hN i) (hdvd i))
```

The choice `N = d` shows that the value is attained. The bound multiplies the inequalities $d_i\le N_i$. Positivity of `N i` matters here: zero is divisible by everything, and an edge of length zero would give a subgroup of infinite index, which Mathlib records as index 0.

Inserting the commensurability criterion gives the result for a wavevector.

```lean
/-- The smallest diagonal supercell commensurate with `q` contains as many primitive cells as
the product of the reduced denominators of `q`. -/
theorem smallest_diagonal_supercell (q : ι → ℚ) :
    IsLeast {c | ∃ N : ι → ℕ, (∀ i, 0 < N i) ∧ Commensurate N q ∧
      (superlattice N).index = c} (∏ i, (q i).den) := by
  simpa only [commensurate_iff] using isLeast_of_dvd (fun i => (q i).den) (fun i => (q i).den_pos)
```

**Q:** Could a differently shaped diagonal cell have the same minimal count?

**A:** Not if it is commensurate with the same `q`.

```lean
/-- A commensurate diagonal supercell with the minimal number of primitive cells has the
reduced denominators of `q` as its edges. -/
theorem smallest_unique (q : ι → ℚ) (N : ι → ℕ) (hN : ∀ i, 0 < N i)
    (hc : Commensurate N q) (hmin : (superlattice N).index = ∏ i, (q i).den) :
    ∀ i, N i = (q i).den := by
  have hle : ∀ i, (q i).den ≤ N i := fun i =>
    Nat.le_of_dvd (hN i) ((commensurate_iff N q).1 hc i)
  intro i
  by_contra hne
  -- one longer edge would make the whole cell larger
  have hlt : (q i).den < N i := lt_of_le_of_ne (hle i) (Ne.symm hne)
  have hprod : ∏ j, (q j).den < ∏ j, N j :=
    Finset.prod_lt_prod (fun j _ => (q j).den_pos) (fun j _ => hle j) ⟨i, mem_univ i, hlt⟩
  rw [index_superlattice] at hmin
  omega
```

The proof assumes that one edge differs from its denominator. That edge must then be longer, the product becomes strictly larger, and this contradicts `hmin`. For $(1/2,1/3,0)$ a $3\times2\times1$ cell also has six primitive cells, but it fails the phase test: three steps along the first axis give $e^{3\pi i}=-1$.

**Q:** What about the smallest case, $q=0$?

**A:** Every reduced denominator is then 1, and the primitive cell itself suffices. That is the zone-centre case, where the wave repeats identically in every cell.

**Q:** In a phonon calculation I may want several wavevectors in one supercell.

**A:** Then $N_i$ must be a multiple of every denominator that occurs along axis $i$, so $d_i$ is replaced by their least common multiple.

```lean
/-- For a finite set of wavevectors, the number of primitive cells in the smallest diagonal
supercell commensurate with all of them is the product, over the axes, of the least common multiple
of their reduced denominators along that axis. -/
theorem smallest_for_finite_set (Q : Finset (ι → ℚ)) :
    IsLeast {c | ∃ N : ι → ℕ, (∀ i, 0 < N i) ∧ (∀ q ∈ Q, Commensurate N q) ∧
      (superlattice N).index = c} (∏ i, Q.lcm (fun q => (q i).den)) := by
  have key : ∀ N : ι → ℕ, (∀ q ∈ Q, Commensurate N q) ↔
      ∀ i, Q.lcm (fun q => (q i).den) ∣ N i := by
    intro N
    constructor
    · intro h i
      exact Finset.lcm_dvd (fun q hq => (commensurate_iff N q).1 (h q hq) i)
    · intro h q hq
      exact (commensurate_iff N q).2 (fun i =>
        (Finset.dvd_lcm (f := fun q : ι → ℚ => (q i).den) hq).trans (h i))
  have hpos : ∀ i, 0 < Q.lcm (fun q => (q i).den) := by
    intro i
    have hdvd : Q.lcm (fun q => (q i).den) ∣ ∏ q ∈ Q, (q i).den :=
      Finset.lcm_dvd (fun q hq => Finset.dvd_prod_of_mem (fun q : ι → ℚ => (q i).den) hq)
    exact Nat.pos_of_dvd_of_pos hdvd (Finset.prod_pos (fun q _ => (q i).den_pos))
  simpa only [key] using isLeast_of_dvd (fun i => Q.lcm (fun q => (q i).den)) hpos

end

end DiagonalSupercell
```

Here `key` translates simultaneous commensurability into divisibility by the least common multiples, and `hpos` shows that these are positive. The general minimum theorem then applies.

Take $(1/2,1/3,0)$ together with $(1/4,0,0)$. The denominators are $(2,3,1)$ and $(4,1,1)$, and the least common multiples along the axes are $4$, $3$ and $1$. The smallest shared diagonal supercell is $4\times3\times1$, with 12 primitive cells. Along the first axis, four steps give $4\cdot\tfrac12=2$ and $4\cdot\tfrac14=1$; along the second, three steps give $3\cdot\tfrac13=1$ and $0$. All are integers.

**Q:** So is this the cheapest supercell I can use for a given phonon?

**A:** It is the cheapest diagonal one. For $q=(1/2,1/2,0)$ the theorem gives four cells, whereas the skewed lattice of translations with $R_1+R_2$ even also has phase one throughout and contains only two primitive cells per supercell. Such lattices are not of the form `superlattice N`, and the minimum here does not range over them.

**Q:** And what does the result buy me in practice?

**A:** For frozen-phonon calculations at rational wavevectors in diagonal supercells, it fixes the least number of primitive cells that can hold the modulation exactly. It says nothing about whether the interatomic force constants have decayed within that cell, which matters when frequencies are interpolated to wavevectors that don't fit it.

```lean
#print axioms DiagonalSupercell.smallest_diagonal_supercell
#print axioms DiagonalSupercell.smallest_unique
#print axioms DiagonalSupercell.smallest_for_finite_set
```

```
'DiagonalSupercell.smallest_diagonal_supercell' depends on axioms: [propext, Classical.choice, Quot.sound]
'DiagonalSupercell.smallest_unique' depends on axioms: [propext, Classical.choice, Quot.sound]
'DiagonalSupercell.smallest_for_finite_set' depends on axioms: [propext, Classical.choice, Quot.sound]
```
